# A nondegenerate exciton carries the composed character of every symmetry-adapted pair state it overlaps

Take an electron lifted from a valence state to a conduction state, both of which acquire the phase ω = exp(2πi/3) under a threefold rotation, with an invariant envelope. Multiplying the two phases labels the exciton ω², although the pair is in fact invariant: the hole contributes the conjugate phase. Selection rules built on the wrong label can then forbid an allowed transition. Degeneracy brings a second difficulty, since an eigenvector from a degenerate level need not have any single label.

## Composing the character and projecting the exciton

Let G be the little group, the operations that leave the exciton momentum unchanged up to a reciprocal lattice vector. It acts by unitary matrices A(g) on envelopes, B(g) on conduction states and V(g) on valence states. On pair amplitudes it acts by

ρ(g) = A(g) ⊗ B(g) ⊗ conj V(g).

A character χ assigns a phase to each g, with χ(gh) = χ(g)χ(h). A state φ lies in sector χ if ρ(g)φ = χ(g)φ for all g.

Let f, a and b be envelope, conduction and valence vectors with characters χe, χc and χv, and let Φ_ijk = f_i a_j conj(b_k). Such a product, with one character per factor, is what is meant here by a symmetry-adapted pair state. The sum over pair indices factorises:

(ρ(g)Φ)_ijk = Σ_xyz A_ix B_jy conj(V_kz) f_x a_y conj(b_z)
= (A f)_i (B a)_j conj((V b)_k)
= χe(g) χc(g) conj(χv(g)) Φ_ijk.

A phase has its conjugate as inverse, so Φ lies in sector χ = χe χc χv⁻¹. If f, a and b are nonzero, some Φ_ijk is nonzero. A second character χ′ of Φ would give (χ′(g) − χ(g))Φ_ijk = 0, hence χ′ = χ. The pair representation is also unitary:

ρ(g)†ρ(g) = A†A ⊗ B†B ⊗ conj(V†V) = 1.

For finite G, define the group average

P = |G|⁻¹ Σ_g conj(χ(g)) ρ(g).

Substituting g′ = hg gives

ρ(h)P = |G|⁻¹ Σ_g′ conj(χ(h⁻¹g′)) ρ(g′) = χ(h)P,

so Pψ lies in sector χ for every ψ. If H commutes with every ρ(g) and Hψ = Eψ, then

HPψ = PHψ = EPψ.

Unitarity and the character of Φ give

⟨Φ|ψ⟩ = ⟨ρ(g)Φ|ρ(g)ψ⟩ = conj(χ(g)) ⟨Φ|ρ(g)ψ⟩.

Averaging over g yields ⟨Φ|Pψ⟩ = ⟨Φ|ψ⟩. If this overlap is nonzero, Pψ is a nonzero eigenstate at energy E in sector χ. If the level is also nondegenerate, Pψ = zψ with z ≠ 0. Dividing ρ(g)zψ = χ(g)zψ by z puts ψ itself in sector χ.

In the smallest case, G = {1}, P is the identity and the label carries no information. With two group elements every character is ±1, so conjugating the valence character changes nothing. The threefold group is the smallest in which it matters.

## Representations, sectors and pair amplitudes

The index types `e`, `c` and `v` label finite bases for the envelope, conduction and valence factors; `n` labels a general finite basis.

In Lean 4 with Mathlib:

```lean
import Mathlib

open scoped Matrix Kronecker ComplexConjugate

namespace ExcitonLittleGroup

noncomputable section

variable {G n e c v : Type*} [Group G]
  [Fintype n] [DecidableEq n] [Fintype e] [DecidableEq e]
  [Fintype c] [DecidableEq c] [Fintype v] [DecidableEq v]
```

A representation is a homomorphism from G to matrices, and unitarity is a separate hypothesis.

```lean
/-- Every symmetry operation is represented by a unitary matrix. -/
def IsUnitaryRep (ρ : G →* Matrix n n ℂ) : Prop := ∀ g, (ρ g)ᴴ * ρ g = 1
```

Because `χ` takes values in `Circle`, the unit complex numbers, sectors are one-dimensional symmetry types. G need not be abelian, but multidimensional irreducible representations are not treated as sectors. Projective representations and antiunitary operations such as time reversal also lie beyond this model.

```lean
/-- The state `ψ` is multiplied by the character `χ` under the little group. -/
def InSector (ρ : G →* Matrix n n ℂ) (χ : G →* Circle) (ψ : n → ℂ) : Prop :=
  ∀ g, ρ g *ᵥ ψ = (χ g : ℂ) • ψ
```

The zero vector satisfies `InSector` for every character, which is why nonzero conditions appear later.

```lean
/-- The group average of `conj (χ g) ρ(g)`. -/
def sectorProj [Fintype G] (ρ : G →* Matrix n n ℂ) (χ : G →* Circle) : Matrix n n ℂ :=
  (Fintype.card G : ℂ)⁻¹ • ∑ g, conj (χ g : ℂ) • ρ g
```

The next two definitions fix the hole convention: both the valence vector and its representation matrix are conjugated. They also assume a fixed three-factor product space. A crystal calculation in which symmetry matrices vary with electron momentum needs a more general action.

```lean
/-- The product of an envelope, a conduction vector and a conjugate valence vector. -/
def pairState (f : e → ℂ) (a : c → ℂ) (b : v → ℂ) : e × c × v → ℂ :=
  fun p => f p.1 * a p.2.1 * conj (b p.2.2)

/-- The little group acting on electron-hole pairs: the valence factor is conjugated. -/
def pairRep (A : G →* Matrix e e ℂ) (B : G →* Matrix c c ℂ) (V : G →* Matrix v v ℂ) :
    G →* Matrix (e × c × v) (e × c × v) ℂ where
  toFun g := A g ⊗ₖ (B g ⊗ₖ (V g).map (starRingEnd ℂ))
  map_one' := by
    rw [map_one, map_one, map_one, Matrix.map_one _ (map_zero _) (map_one _),
      Matrix.one_kronecker_one, Matrix.one_kronecker_one]
  map_mul' g h := by
    simp only [map_mul, Matrix.map_mul, Matrix.mul_kronecker_mul]
```

## The composition rule

The first theorem is the factorised sum above, with the same indices.

```lean
/-- A symmetry operation acts on a product pair state factor by factor. -/
theorem pairRep_mulVec (A : G →* Matrix e e ℂ) (B : G →* Matrix c c ℂ)
    (V : G →* Matrix v v ℂ) (g : G) (f : e → ℂ) (a : c → ℂ) (b : v → ℂ) :
    pairRep A B V g *ᵥ pairState f a b
      = pairState (A g *ᵥ f) (B g *ᵥ a) (V g *ᵥ b) := by
  ext ⟨i, j, k⟩
  change ∑ p : e × c × v, (A g i p.1 * (B g j p.2.1 * conj (V g k p.2.2))) *
      (f p.1 * a p.2.1 * conj (b p.2.2))
    = (∑ x, A g i x * f x) * (∑ y, B g j y * a y) * conj (∑ z, V g k z * b z)
  rw [map_sum, Finset.sum_mul_sum, Finset.sum_mul, Fintype.sum_prod_type]
  refine Finset.sum_congr rfl fun x _ => ?_
  rw [Finset.sum_mul_sum, Fintype.sum_prod_type]
  refine Finset.sum_congr rfl fun y _ => Finset.sum_congr rfl fun z _ => ?_
  rw [map_mul]
  ring
```

Unitarity follows by multiplying the Kronecker factors separately.

```lean
/-- Unitary envelope, conduction and valence representations give a unitary pair
representation. -/
theorem pairRep_unitary {A : G →* Matrix e e ℂ} {B : G →* Matrix c c ℂ}
    {V : G →* Matrix v v ℂ} (hA : IsUnitaryRep A) (hB : IsUnitaryRep B)
    (hV : IsUnitaryRep V) : IsUnitaryRep (pairRep A B V) := by
  intro g
  have hconj : ((V g).map (starRingEnd ℂ))ᴴ = ((V g)ᴴ).map (starRingEnd ℂ) := rfl
  change (A g ⊗ₖ (B g ⊗ₖ (V g).map (starRingEnd ℂ)))ᴴ *
    (A g ⊗ₖ (B g ⊗ₖ (V g).map (starRingEnd ℂ))) = 1
  rw [Matrix.conjTranspose_kronecker, Matrix.conjTranspose_kronecker, hconj,
    ← Matrix.mul_kronecker_mul, ← Matrix.mul_kronecker_mul, ← Matrix.map_mul,
    hA g, hB g, hV g, Matrix.map_one _ (map_zero _) (map_one _),
    Matrix.one_kronecker_one, Matrix.one_kronecker_one]
```

Inserting the three character equations gives the composed character, with conjugation rewritten as inversion.

```lean
/-- A product pair state carries the envelope character times the conduction character
times the inverse (that is, conjugate) valence character. -/
theorem pairState_inSector {A : G →* Matrix e e ℂ} {B : G →* Matrix c c ℂ}
    {V : G →* Matrix v v ℂ} {χe χc χv : G →* Circle} {f : e → ℂ} {a : c → ℂ} {b : v → ℂ}
    (hf : InSector A χe f) (ha : InSector B χc a) (hb : InSector V χv b) :
    InSector (pairRep A B V) (χe * χc * χv⁻¹) (pairState f a b) := by
  intro g
  have hχ : ((χe * χc * χv⁻¹) g : ℂ) = χe g * χc g * conj (χv g : ℂ) := by
    rw [MonoidHom.mul_apply, MonoidHom.mul_apply, MonoidHom.inv_apply,
      Circle.coe_mul, Circle.coe_mul, Circle.coe_inv_eq_conj]
  rw [pairRep_mulVec, hf g, ha g, hb g, hχ]
  ext p
  simp only [pairState, Pi.smul_apply, smul_eq_mul, map_mul]
  ring
```

For uniqueness, the proof picks a nonzero entry of each factor and cancels the resulting pair amplitude.

```lean
/-- A product of nonzero factors lies in sector `χ` exactly when `χ` is the composed
character. -/
theorem pairState_inSector_iff {A : G →* Matrix e e ℂ} {B : G →* Matrix c c ℂ}
    {V : G →* Matrix v v ℂ} {χe χc χv : G →* Circle} {f : e → ℂ} {a : c → ℂ} {b : v → ℂ}
    (hf : InSector A χe f) (ha : InSector B χc a) (hb : InSector V χv b)
    (hf0 : f ≠ 0) (ha0 : a ≠ 0) (hb0 : b ≠ 0) (χ : G →* Circle) :
    InSector (pairRep A B V) χ (pairState f a b) ↔ χ = χe * χc * χv⁻¹ := by
  have hs := pairState_inSector hf ha hb
  constructor
  · intro h
    obtain ⟨i, hi⟩ := Function.ne_iff.mp hf0
    obtain ⟨j, hj⟩ := Function.ne_iff.mp ha0
    obtain ⟨k, hk⟩ := Function.ne_iff.mp hb0
    have hne : pairState f a b (i, j, k) ≠ 0 :=
      mul_ne_zero (mul_ne_zero hi hj) ((map_ne_zero (starRingEnd ℂ)).mpr hk)
    refine MonoidHom.ext fun g => Circle.ext ?_
    -- compare the two phases on a nonvanishing amplitude
    exact mul_right_cancel₀ hne (congrFun ((h g).symm.trans (hs g)) (i, j, k))
  · rintro rfl
    exact hs
```

## What the group average preserves

From here on G is finite. In the first proof, `Equiv.mulLeft h` performs the substitution g′ = hg.

```lean
variable [Fintype G]

/-- The group average sends every state into the sector of its character. -/
theorem sectorProj_inSector (ρ : G →* Matrix n n ℂ) (χ : G →* Circle) (ψ : n → ℂ) :
    InSector ρ χ (sectorProj ρ χ *ᵥ ψ) := by
  intro h
  have hu : (χ h : ℂ) * conj (χ h : ℂ) = 1 := by
    rw [← Circle.coe_inv_eq_conj, ← Circle.coe_mul, mul_inv_cancel, Circle.coe_one]
  -- relabel the group sum by g ↦ h g
  have hsum : ρ h * ∑ g, conj (χ g : ℂ) • ρ g
      = (χ h : ℂ) • ∑ g, conj (χ g : ℂ) • ρ g := by
    rw [Finset.mul_sum, Finset.smul_sum]
    refine Fintype.sum_equiv (Equiv.mulLeft h) _ _ fun g => ?_
    simp only [Equiv.coe_mulLeft, map_mul, Circle.coe_mul, Matrix.mul_smul, smul_smul]
    rw [← mul_assoc, hu, one_mul]
  rw [Matrix.mulVec_mulVec, ← Matrix.smul_mulVec, sectorProj, Matrix.mul_smul, hsum,
    smul_comm]
```

The symmetry of the Hamiltonian enters as `hH`: H commutes with each group matrix, hence with their weighted sum. H need not be Hermitian, and E may be complex.

```lean
/-- The group average maps each eigenspace of a Hamiltonian that commutes with the representation
into itself. -/
theorem sectorProj_eigen {ρ : G →* Matrix n n ℂ} {H : Matrix n n ℂ}
    (hH : ∀ g, Commute (ρ g) H) (χ : G →* Circle) {E : ℂ} {ψ : n → ℂ}
    (hψ : H *ᵥ ψ = E • ψ) :
    H *ᵥ (sectorProj ρ χ *ᵥ ψ) = E • (sectorProj ρ χ *ᵥ ψ) := by
  have hc : Commute (sectorProj ρ χ) H :=
    (Commute.sum_left _ _ _ fun g _ => (hH g).smul_left _).smul_left _
  rw [Matrix.mulVec_mulVec, ← hc.eq, ← Matrix.mulVec_mulVec, hψ, Matrix.mulVec_smul]
```

The overlap `star φ ⬝ᵥ ψ` is ⟨φ|ψ⟩, conjugate-linear on the left. The step `key` is the unitarity identity; the remaining lines average it over the group.

```lean
/-- In a unitary representation, projecting a state onto sector `χ` leaves its overlap with any
state of that sector unchanged. -/
theorem overlap_sectorProj {ρ : G →* Matrix n n ℂ} (hρ : IsUnitaryRep ρ)
    {χ : G →* Circle} {φ : n → ℂ} (hφ : InSector ρ χ φ) (ψ : n → ℂ) :
    star φ ⬝ᵥ (sectorProj ρ χ *ᵥ ψ) = star φ ⬝ᵥ ψ := by
  have hg : ∀ g, star φ ⬝ᵥ ((conj (χ g : ℂ) • ρ g) *ᵥ ψ) = star φ ⬝ᵥ ψ := by
    intro g
    -- unitarity: transforming both states preserves their overlap
    have key : star (ρ g *ᵥ φ) ⬝ᵥ (ρ g *ᵥ ψ) = star φ ⬝ᵥ ψ := by
      rw [Matrix.star_mulVec, ← Matrix.dotProduct_mulVec, Matrix.mulVec_mulVec, hρ g,
        Matrix.one_mulVec]
    rw [hφ g, star_smul, smul_dotProduct] at key
    rw [Matrix.smul_mulVec, dotProduct_smul]
    exact key
  have hs : star φ ⬝ᵥ ((∑ g, conj (χ g : ℂ) • ρ g) *ᵥ ψ)
      = ∑ g, star φ ⬝ᵥ ((conj (χ g : ℂ) • ρ g) *ᵥ ψ) :=
    map_sum (AddMonoidHom.mk' (fun M : Matrix n n ℂ => star φ ⬝ᵥ (M *ᵥ ψ))
      (fun M N => by rw [Matrix.add_mulVec, dotProduct_add])) _ _
  have hk : (Fintype.card G : ℂ) ≠ 0 := Nat.cast_ne_zero.mpr Fintype.card_ne_zero
  rw [sectorProj, Matrix.smul_mulVec, dotProduct_smul, hs,
    Finset.sum_congr rfl (fun g _ => hg g), Finset.sum_const, Finset.card_univ,
    nsmul_eq_mul, smul_eq_mul, ← mul_assoc, inv_mul_cancel₀ hk, one_mul]
```

## The exciton's symmetry label

Both theorems in this section assume unitary factor representations, a Hamiltonian that commutes with the pair representation, and a pair state each of whose factors has a character. In the first, if the projected state were zero, overlap preservation would make the original overlap zero, contradicting `hov`. The other two conclusions come from the preceding lemmas. No nondegeneracy is needed here, so the theorem extracts a labelled state even from a degenerate level.

```lean
/-- If an exciton eigenstate overlaps a product pair state, its projection onto the composed
sector is a nonzero eigenstate of the same energy in that sector. -/
theorem exciton_sector_component {A : G →* Matrix e e ℂ} {B : G →* Matrix c c ℂ}
    {V : G →* Matrix v v ℂ} (hA : IsUnitaryRep A) (hB : IsUnitaryRep B)
    (hV : IsUnitaryRep V) {χe χc χv : G →* Circle} {f : e → ℂ} {a : c → ℂ} {b : v → ℂ}
    (hf : InSector A χe f) (ha : InSector B χc a) (hb : InSector V χv b)
    {H : Matrix (e × c × v) (e × c × v) ℂ} (hH : ∀ g, Commute (pairRep A B V g) H)
    {E : ℂ} {ψ : e × c × v → ℂ} (hψ : H *ᵥ ψ = E • ψ)
    (hov : star (pairState f a b) ⬝ᵥ ψ ≠ 0) :
    let Ψ := sectorProj (pairRep A B V) (χe * χc * χv⁻¹) *ᵥ ψ
    Ψ ≠ 0 ∧ H *ᵥ Ψ = E • Ψ ∧ InSector (pairRep A B V) (χe * χc * χv⁻¹) Ψ := by
  refine ⟨fun h0 => hov ?_, sectorProj_eigen hH _ hψ, sectorProj_inSector _ _ _⟩
  rw [← overlap_sectorProj (pairRep_unitary hA hB hV) (pairState_inSector hf ha hb) ψ,
    h0, dotProduct_zero]
```

The hypothesis `hnd` expresses nondegeneracy: every solution at energy E is a multiple of ψ. The proof obtains the factor z, shows that it is nonzero and cancels it.

```lean
/-- A nondegenerate exciton carries the composed character of any product pair state
that it overlaps. -/
theorem nondegenerate_exciton_sector {A : G →* Matrix e e ℂ} {B : G →* Matrix c c ℂ}
    {V : G →* Matrix v v ℂ} (hA : IsUnitaryRep A) (hB : IsUnitaryRep B)
    (hV : IsUnitaryRep V) {χe χc χv : G →* Circle} {f : e → ℂ} {a : c → ℂ} {b : v → ℂ}
    (hf : InSector A χe f) (ha : InSector B χc a) (hb : InSector V χv b)
    {H : Matrix (e × c × v) (e × c × v) ℂ} (hH : ∀ g, Commute (pairRep A B V g) H)
    {E : ℂ} {ψ : e × c × v → ℂ} (hψ : H *ᵥ ψ = E • ψ)
    (hnd : ∀ φ, H *ᵥ φ = E • φ → ∃ z : ℂ, φ = z • ψ)
    (hov : star (pairState f a b) ⬝ᵥ ψ ≠ 0) :
    InSector (pairRep A B V) (χe * χc * χv⁻¹) ψ := by
  obtain ⟨h0, hE, hs⟩ := exciton_sector_component hA hB hV hf ha hb hH hψ hov
  obtain ⟨z, hz⟩ := hnd _ hE
  have hz0 : z ≠ 0 := fun h => h0 (by rw [hz, h, zero_smul])
  intro g
  have h := hs g
  rw [hz, Matrix.mulVec_smul, smul_comm _ z] at h
  exact smul_right_injective _ hz0 h
```

In a finite-basis Bethe–Salpeter calculation with this product symmetry, and in the Tamm–Dancoff approximation, which drops the antiresonant amplitudes, one nonzero overlap with a symmetry-adapted pair therefore fixes the label of a nondegenerate exciton.

## A threefold model with one bound pair

The model uses the character `c3Char`, which sends the generator to ω, and the same two-orbital representation for all three factors. Orbital 0 is invariant; orbital 1 carries `c3Char`.

```lean
/-- The basic character of the threefold rotation group. -/
def c3Char : Multiplicative (ZMod 3) →* Circle :=
  (ZMod.toCircle : AddChar (ZMod 3) Circle).toMonoidHom

/-- Two orbitals, one invariant and one carrying the basic threefold character. -/
def c3Rep : Multiplicative (ZMod 3) →* Matrix (Fin 2) (Fin 2) ℂ where
  toFun g := Matrix.diagonal ![1, (c3Char g : ℂ)]
  map_one' := by
    ext i j
    fin_cases i <;> fin_cases j <;> simp
  map_mul' g h := by
    ext i j
    fin_cases i <;> fin_cases j <;> simp
```

The Hamiltonian assigns energy −1 to configuration (1, 1, 0) and zero to the other seven. The unit attraction stands for electron–hole binding and sets the energy scale.

```lean
/-- An attraction of unit strength on a single electron-hole configuration. -/
def contactH : Matrix (Fin 2 × Fin 2 × Fin 2) (Fin 2 × Fin 2 × Fin 2) ℂ :=
  Matrix.diagonal fun p => if p = (1, 1, 0) then -1 else 0
```

The final theorem verifies the hypotheses of `nondegenerate_exciton_sector` for this model. The symmetry matrices and H are diagonal, so they commute. At energy −1 the eigenvalue equation removes every amplitude except the one at (1, 1, 0), which proves nondegeneracy. The state has norm one and serves as both the exciton and the pair state it overlaps. Its composed character is `c3Char` squared, since the valence factor is invariant.

```lean
/-- The threefold model `c3Rep` with Hamiltonian `contactH` meets the hypotheses on
symmetry, sectors, nondegeneracy and overlap. -/
theorem nondegenerate_exciton_sector_witness :
    let ψ := pairState (![0, 1] : Fin 2 → ℂ) (![0, 1] : Fin 2 → ℂ) (![1, 0] : Fin 2 → ℂ)
    IsUnitaryRep c3Rep ∧ InSector c3Rep c3Char ![0, 1] ∧ InSector c3Rep 1 ![1, 0] ∧
    (∀ g, Commute (pairRep c3Rep c3Rep c3Rep g) contactH) ∧
    contactH *ᵥ ψ = (-1 : ℂ) • ψ ∧
    (∀ φ, contactH *ᵥ φ = (-1 : ℂ) • φ → ∃ z : ℂ, φ = z • ψ) ∧ star ψ ⬝ᵥ ψ ≠ 0 := by
  intro ψ
  have hψ : ∀ p, ψ p = if p = (1, 1, 0) then 1 else 0 := by
    rintro ⟨i, j, k⟩
    fin_cases i <;> fin_cases j <;> fin_cases k <;> simp [ψ, pairState]
  refine ⟨fun g => ?_, fun g => ?_, fun g => ?_, fun g => ?_, ?_, fun φ hφ => ?_, ?_⟩
  · have hu : conj (c3Char g : ℂ) * (c3Char g : ℂ) = 1 := by
      rw [← Circle.coe_inv_eq_conj, ← Circle.coe_mul, inv_mul_cancel, Circle.coe_one]
    change (Matrix.diagonal ![1, (c3Char g : ℂ)])ᴴ * Matrix.diagonal ![1, (c3Char g : ℂ)] = 1
    rw [Matrix.diagonal_conjTranspose, Matrix.diagonal_mul_diagonal, ← Matrix.diagonal_one]
    congr 1
    ext i
    fin_cases i
    · simp
    · exact hu
  · ext i
    change (Matrix.diagonal ![1, (c3Char g : ℂ)] *ᵥ ![0, 1]) i = _
    rw [Matrix.mulVec_diagonal]
    fin_cases i <;> simp
  · ext i
    change (Matrix.diagonal ![1, (c3Char g : ℂ)] *ᵥ ![1, 0]) i = _
    rw [Matrix.mulVec_diagonal]
    fin_cases i <;> simp
  · -- both matrices are diagonal in the orbital basis
    change _ * _ = _ * _
    ext ⟨i, j, k⟩ ⟨i', j', k'⟩
    rw [contactH, Matrix.mul_diagonal, Matrix.diagonal_mul]
    by_cases h : (i, j, k) = (i', j', k')
    · rw [h, mul_comm]
    · have h0 : pairRep c3Rep c3Rep c3Rep g (i, j, k) (i', j', k') = 0 := by
        change Matrix.diagonal ![1, (c3Char g : ℂ)] i i' *
          (Matrix.diagonal ![1, (c3Char g : ℂ)] j j' *
            conj (Matrix.diagonal ![1, (c3Char g : ℂ)] k k')) = 0
        by_cases hi : i = i'
        · by_cases hj : j = j'
          · have hk : k ≠ k' := fun hk => h (by rw [hi, hj, hk])
            rw [Matrix.diagonal_apply_ne _ hk, map_zero, mul_zero, mul_zero]
          · rw [Matrix.diagonal_apply_ne _ hj, zero_mul, mul_zero]
        · rw [Matrix.diagonal_apply_ne _ hi, zero_mul]
      rw [h0, zero_mul, mul_zero]
  · ext p
    rw [contactH, Matrix.mulVec_diagonal, Pi.smul_apply, hψ p]
    by_cases hp : p = (1, 1, 0) <;> simp [hp]
  · refine ⟨φ (1, 1, 0), ?_⟩
    ext p
    have h := congrFun hφ p
    rw [contactH, Matrix.mulVec_diagonal, Pi.smul_apply, smul_eq_mul] at h
    rw [Pi.smul_apply, hψ p, smul_eq_mul]
    by_cases hp : p = (1, 1, 0)
    · rw [if_pos hp, mul_one, hp]
    · rw [if_neg hp] at h ⊢
      linear_combination h
  · intro h
    have h1 : star ψ ⬝ᵥ ψ = 1 := by
      change ∑ p, star (ψ p) * ψ p = 1
      rw [Finset.sum_eq_single ((1, 1, 0) : Fin 2 × Fin 2 × Fin 2)]
      · rw [hψ, if_pos rfl, star_one, mul_one]
      · intro p _ hp
        rw [hψ p, if_neg hp, mul_zero]
      · intro hp
        exact absurd (Finset.mem_univ _) hp
    exact one_ne_zero (h1.symm.trans h)

end

end ExcitonLittleGroup
```

```lean
#print axioms ExcitonLittleGroup.pairState_inSector_iff
#print axioms ExcitonLittleGroup.nondegenerate_exciton_sector
```

```
'ExcitonLittleGroup.pairState_inSector_iff' depends on axioms: [propext, Classical.choice, Quot.sound]
'ExcitonLittleGroup.nondegenerate_exciton_sector' depends on axioms: [propext, Classical.choice, Quot.sound]
```
